# A ring Hamiltonian with displacement-only hopping is the sum of its band energies times Bloch projectors

Diagonalise the Hückel matrix of benzene numerically, and each degenerate pair of levels comes back with an arbitrary choice of two orthonormal eigenvectors. They usually have no definite crystal momentum, and each taken alone can show an uneven charge around a ring whose sites are all equivalent. The energies are right, but the symmetry is hidden.

For a ring of $N$ sites whose hopping amplitude depends only on the displacement, the matrix can be decomposed without that arbitrariness:

$$H=\sum_k e_kF_k,\qquad e_k=\sum_r h(r)\,e^{-2\pi i kr/N},\qquad (F_k)_{ij}=\frac{e^{2\pi i k(i-j)/N}}{N}.$$

Here $h(r)$ is the amplitude for displacement $r$, $k$ labels the crystal momentum, $e_k$ is the band energy and $F_k$ projects onto the Bloch state of momentum $k$. This is the band structure of a finite, non-interacting tight-binding ring with one orbital per site.

## Sites, amplitudes and momenta

```lean
import Mathlib

open Matrix

namespace BlochRing

noncomputable section

variable {N : ℕ} [NeZero N]
```

The number of sites $N$ is a natural number, and `NeZero N` says that it is not zero. Sites, displacements and momenta will all be elements of `ZMod N`, the integers modulo $N$, so going round the ring is built into the subtraction $i-j$.

```lean
/-- The Bloch phase `exp(2πi k r / N)` of momentum `k` at displacement `r` on a ring of
`N ≥ 1` sites. -/
def phase (k r : ZMod N) : ℂ :=
  Complex.exp (2 * Real.pi * Complex.I * k.val * r.val / N)
```

This defines the phase $\phi_k(r)=e^{2\pi i kr/N}$. The exponential needs ordinary numbers, so `k.val` and `r.val` pick the representatives between $0$ and $N-1$. The label $k$ is an integer modulo $N$; with lattice spacing $a$, the textbook wavenumber is $2\pi k/(Na)$.

```lean
/-- The ring Hamiltonian `H_ij = h(i - j)`, whose amplitudes depend only on the displacement. -/
def ringHamiltonian (h : ZMod N → ℂ) : Matrix (ZMod N) (ZMod N) ℂ :=
  Matrix.of fun i j => h (i - j)
```

The Hamiltonian is the complex matrix with entries $H_{ij}=h(i-j)$, the amplitude from site $j$ to site $i$. The letter $h$ is a hopping function, not Planck's constant. Any complex values are allowed, so $H$ need not be Hermitian.

Applying this to a molecule or crystal takes one physical step that is assumed: its one-electron Hamiltonian, in an orthonormal basis of one orbital per site, must have this form.

```lean
/-- The band energy `e_k = ∑_r h(r) exp(-2πi k r / N)`, for `N ≥ 1`. -/
def bandEnergy (h : ZMod N → ℂ) (k : ZMod N) : ℂ :=
  ∑ r : ZMod N, h r * Complex.exp (-(2 * Real.pi * Complex.I * k.val * r.val / N))
```

The band energy is the Fourier sum of the amplitudes. Its minus sign belongs with $H_{ij}=h(i-j)$ and Bloch states proportional to $e^{+2\pi i kj/N}$.

```lean
/-- The Bloch projector `F_k`, with entries `exp(2πi k (i - j) / N) / N`, for `N ≥ 1`. -/
def blochProjector (k : ZMod N) : Matrix (ZMod N) (ZMod N) ℂ :=
  Matrix.of fun i j => phase k (i - j) / N
```

In terms of the normalised Bloch vector $v_k(j)=\phi_k(j)/\sqrt N$, this matrix is $F_k=v_kv_k^\dagger$. At this point "projector" is only a name; the projector properties are proved below.

## Phases multiply, and their sum selects one displacement

```lean
/-- The Bloch phase is the standard additive character of `Z/N` evaluated at `k r`. -/
theorem phase_eq_stdAddChar (k r : ZMod N) : phase k r = ZMod.stdAddChar (k * r) := by
  have h := ZMod.stdAddChar_coe (N := N) ((k.val : ℤ) * (r.val : ℤ))
  have hc : (((k.val : ℤ) * (r.val : ℤ) : ℤ) : ZMod N) = k * r := by
    rw [Int.cast_mul, Int.cast_natCast, Int.cast_natCast, ZMod.natCast_zmod_val,
      ZMod.natCast_zmod_val]
  rw [hc] at h
  rw [h, phase]
  congr 1
  push_cast
  ring
```

The phase equals Mathlib's standard additive character, the map sending $m$ modulo $N$ to $e^{2\pi i m/N}$, evaluated at $kr$. By hand: changing an integer $m$ by a multiple of $N$ multiplies $e^{2\pi i m/N}$ by $1$, so only the product $kr$ modulo $N$ matters.

In the proof, `h` evaluates the character at the integer product of the representatives, and `hc` says that this integer reduces to $kr$. The choice of representatives has now dropped out.

```lean
/-- The phase at a difference of two displacements is the quotient of their phases. -/
theorem phase_sub (k r s : ZMod N) : phase k (r - s) = phase k r * (phase k s)⁻¹ := by
  rw [phase_eq_stdAddChar, phase_eq_stdAddChar, phase_eq_stdAddChar, mul_sub, sub_eq_add_neg,
    AddChar.map_add_eq_mul, AddChar.map_neg_eq_inv]
```

In ordinary notation, $\phi_k(r-s)=\phi_k(r)\,\phi_k(s)^{-1}$. This is the rule $e^{a-b}=e^a/e^b$. If $r-s$ wraps round the ring, its representative shifts by $N$, which contributes a factor $e^{2\pi i k}=1$. Lean rewrites the phases as characters and uses the character's rules for sums and negatives.

```lean
/-- Summed over all momenta, the Bloch phases give `N` at zero displacement and cancel
at every other displacement. -/
theorem sum_phase (r : ZMod N) : ∑ k : ZMod N, phase k r = if r = 0 then (N : ℂ) else 0 := by
  simp_rw [phase_eq_stdAddChar]
  rw [AddChar.sum_mulShift r (ZMod.isPrimitive_stdAddChar N)]
  split_ifs <;> simp [ZMod.card]
```

The claim is

$$\sum_k\phi_k(r)=\begin{cases}N,&r=0\\0,&r\neq0.\end{cases}$$

At $r=0$ every term is $1$. Otherwise put $q=e^{2\pi i r/N}$. Then $q\neq1$ but $q^N=1$, and the geometric sum gives

$$\sum_{k=0}^{N-1}q^k=\frac{q^N-1}{q-1}=0.$$

Lean takes this from Mathlib's character sum `AddChar.sum_mulShift`. The required property, that the character is primitive, plays the role of $q\neq1$.

## The matrices $F_k$ are orthogonal projectors

```lean
/-- The Bloch projectors are idempotent, and those of different momenta annihilate each other. -/
theorem blochProjector_mul (k l : ZMod N) :
    blochProjector k * blochProjector l = if k = l then blochProjector k else 0 := by
  have hN : (N : ℂ) ≠ 0 := Nat.cast_ne_zero.mpr (NeZero.ne N)
  have hs : ∀ a b : ZMod N, phase a b = phase b a := fun a b => by
    rw [phase_eq_stdAddChar, phase_eq_stdAddChar, mul_comm]
  ext i j
  -- the intermediate site enters only through the phase of the momentum difference
  have hm : ∀ m : ZMod N, phase k (i - m) / N * (phase l (m - j) / N)
      = phase k i * (phase l j)⁻¹ / N * (N : ℂ)⁻¹ * phase m (l - k) := by
    intro m
    rw [phase_sub k i m, phase_sub l m j, phase_sub m l k, hs m l, hs m k]
    ring
  have key : (blochProjector k * blochProjector l) i j
      = phase k i * (phase l j)⁻¹ / N * (N : ℂ)⁻¹ * (if l - k = 0 then (N : ℂ) else 0) := by
    simp only [Matrix.mul_apply, blochProjector, Matrix.of_apply]
    rw [Finset.sum_congr rfl fun m _ => hm m, ← Finset.mul_sum, sum_phase]
  by_cases hkl : k = l
  · subst hkl
    rw [key, if_pos (sub_self k), if_pos (rfl : k = k), mul_assoc, inv_mul_cancel₀ hN, mul_one]
    simp only [blochProjector, Matrix.of_apply, phase_sub k i j]
  · rw [key, if_neg (sub_ne_zero.mpr (Ne.symm hkl)), if_neg hkl, mul_zero, Matrix.zero_apply]
```

This says $F_kF_l=\delta_{kl}F_k$. Multiply the matrices through an intermediate site $m$:

$$(F_kF_l)_{ij}=\frac1{N^2}\sum_m\phi_k(i-m)\,\phi_l(m-j)
=\frac{\phi_k(i)\,\phi_l(j)^{-1}}{N^2}\sum_m\phi_m(l-k).$$

The second step splits the phases and uses $\phi_a(b)=\phi_b(a)$, which is `hs` in the proof. The last sum is $N$ if $k=l$ and $0$ otherwise. For $k=l$ the result is $\phi_k(i-j)/N=(F_k)_{ij}$.

The tactic `ext i j` reduces the matrix equation to its entries. Then `hm` rearranges one term, `key` carries out the sum, and `by_cases` treats equal and different momenta.

```lean
/-- Each Bloch projector is Hermitian. -/
theorem blochProjector_isHermitian (k : ZMod N) : (blochProjector k).IsHermitian := by
  change (blochProjector k)ᴴ = blochProjector k
  ext i j
  -- conjugating a phase inverts it, which reverses the displacement
  have hc : star (phase k (j - i)) = (phase k (j - i))⁻¹ := by
    change (starRingEnd ℂ) (phase k (j - i)) = _
    simp only [phase]
    rw [← Complex.exp_neg, ← Complex.exp_conj]
    congr 1
    simp only [map_div₀, map_mul, Complex.conj_ofReal, Complex.conj_I, map_natCast, map_ofNat]
    ring
  have hr : (phase k (j - i))⁻¹ = phase k (i - j) := by
    rw [phase_sub k j i, phase_sub k i j, mul_inv, inv_inv, mul_comm]
  simp only [Matrix.conjTranspose_apply, blochProjector, Matrix.of_apply, star_div₀, star_natCast]
  rw [hc, hr]
```

Complex conjugation inverts a phase, and inversion reverses the displacement:

$$\overline{(F_k)_{ji}}=\frac{\overline{\phi_k(j-i)}}N=\frac{\phi_k(i-j)}N=(F_k)_{ij}.$$

The two steps are `hc` and `hr`. The symbol `ᴴ` is the conjugate transpose, written $\dagger$ in physics. Together with the previous theorem, this makes the $F_k$ mutually orthogonal projectors in the usual Hilbert-space sense.

## The Bloch resolution

```lean
/-- Bloch spectral resolution: the ring Hamiltonian is the sum over all momenta of the
band energy times the Bloch projector. -/
theorem ringHamiltonian_eq_sum (h : ZMod N → ℂ) :
    ringHamiltonian h = ∑ k : ZMod N, bandEnergy h k • blochProjector k := by
  have hN : (N : ℂ) ≠ 0 := Nat.cast_ne_zero.mpr (NeZero.ne N)
  ext i j
  have hk : ∀ k : ZMod N, bandEnergy h k * (phase k (i - j) / N)
      = ∑ r : ZMod N, h r / N * phase k (i - j - r) := by
    intro k
    simp only [bandEnergy, Complex.exp_neg, Finset.sum_mul]
    refine Finset.sum_congr rfl fun r _ => ?_
    rw [phase_sub k (i - j) r]
    simp only [phase]
    ring
  simp only [Matrix.sum_apply, Matrix.smul_apply, smul_eq_mul, ringHamiltonian, blochProjector,
    Matrix.of_apply]
  -- the sum over momenta selects the displacement r = i - j
  rw [Finset.sum_congr rfl fun k _ => hk k, Finset.sum_comm]
  simp_rw [← Finset.mul_sum, sum_phase, sub_eq_zero]
  simp [hN]
```

This is the main statement, $H=\sum_ke_kF_k$; the sign `•` multiplies a matrix by a number. Insert the definition of $e_k$ and exchange the sums:

$$\begin{aligned}
\sum_ke_k(F_k)_{ij}
&=\frac1N\sum_k\sum_rh(r)\,\phi_k(r)^{-1}\phi_k(i-j)\\
&=\sum_r\frac{h(r)}N\sum_k\phi_k(i-j-r)\\
&=h(i-j)=H_{ij}.
\end{aligned}$$

The inner sum is $N$ when $r=i-j$ and vanishes otherwise. In Lean, `hk` combines the two phases for fixed $k$, `Finset.sum_comm` exchanges the sums, and `sum_phase` selects the surviving displacement.

Taking $h(0)=1$ and all other amplitudes zero gives $e_k=1$ for every $k$, and hence $\sum_kF_k=\mathbf 1$: the projectors are complete.

```lean
/-- The ring Hamiltonian acts on the range of the Bloch projector `F_k` as multiplication by
the band energy `e_k`. -/
theorem ringHamiltonian_mul_blochProjector (h : ZMod N → ℂ) (k : ZMod N) :
    ringHamiltonian h * blochProjector k = bandEnergy h k • blochProjector k := by
  rw [ringHamiltonian_eq_sum, Finset.sum_mul]
  simp only [Matrix.smul_mul, blochProjector_mul, smul_ite, smul_zero, Finset.sum_ite_eq',
    Finset.mem_univ, if_true]
```

Multiplying the resolution by $F_k$ leaves one term:

$$HF_k=\sum_le_lF_lF_k=e_kF_k.$$

Every column of $F_k$ is therefore an eigenvector of $H$ with eigenvalue $e_k$. Different momenta may share an energy; the projector onto that whole level is then the sum of their $F_k$.

```lean
/-- The ring Hamiltonian is Hermitian exactly when all its band energies are real. -/
theorem ringHamiltonian_isHermitian_iff (h : ZMod N → ℂ) :
    (ringHamiltonian h).IsHermitian ↔ ∀ k, (bandEnergy h k).im = 0 := by
  have hN : (N : ℂ) ≠ 0 := Nat.cast_ne_zero.mpr (NeZero.ne N)
  constructor
  · intro hH k
    have hF := blochProjector_isHermitian k
    have hFF : blochProjector k * blochProjector k = blochProjector k := by
      rw [blochProjector_mul, if_pos rfl]
    have h1 := ringHamiltonian_mul_blochProjector h k
    have h2 := congrArg Matrix.conjTranspose h1
    rw [Matrix.conjTranspose_mul, hF.eq, hH.eq, Matrix.conjTranspose_smul, hF.eq] at h2
    -- evaluate F H F from the left and from the right
    have h3 : star (bandEnergy h k) • blochProjector k = bandEnergy h k • blochProjector k := by
      calc star (bandEnergy h k) • blochProjector k
          = (star (bandEnergy h k) • blochProjector k) * blochProjector k := by
            rw [Matrix.smul_mul, hFF]
        _ = blochProjector k * (ringHamiltonian h * blochProjector k) := by
            rw [← h2, Matrix.mul_assoc]
        _ = bandEnergy h k • blochProjector k := by rw [h1, Matrix.mul_smul, hFF]
    have h4 := congrFun (congrFun h3 0) 0
    simp only [Matrix.smul_apply, smul_eq_mul] at h4
    have h0 : blochProjector k 0 0 ≠ 0 := div_ne_zero (Complex.exp_ne_zero _) hN
    exact Complex.conj_eq_iff_im.mp (mul_right_cancel₀ h0 h4)
  · intro hr
    change (ringHamiltonian h)ᴴ = ringHamiltonian h
    rw [ringHamiltonian_eq_sum, Matrix.conjTranspose_sum]
    refine Finset.sum_congr rfl fun k _ => ?_
    rw [Matrix.conjTranspose_smul, (blochProjector_isHermitian k).eq,
      show star (bandEnergy h k) = bandEnergy h k from Complex.conj_eq_iff_im.mpr (hr k)]
```

The sign `↔` means "if and only if", and `.im = 0` says that the imaginary part vanishes. So $H$ is Hermitian exactly when every $e_k$ is real.

Suppose first that $H=H^\dagger$. The adjoint of $HF_k=e_kF_k$ is $F_kH=\overline{e_k}F_k$. Evaluating $F_kHF_k$ from both sides gives

$$\overline{e_k}F_k=F_kHF_k=e_kF_k.$$

The entry $(F_k)_{00}=1/N$ is not zero, so $\overline{e_k}=e_k$. These steps are `h1` to `h4`, with `h0` for the nonzero entry.

Conversely, if all $e_k$ are real, taking the adjoint of the resolution term by term gives

$$H^\dagger=\sum_k\overline{e_k}F_k^\dagger=\sum_ke_kF_k=H.$$

## The Hückel band

```lean
/-- Hückel amplitudes: `α` on site and `β` for a step in either direction, added up where
these displacements coincide. -/
def huckelHopping (α β : ℂ) (r : ZMod N) : ℂ :=
  (if r = 0 then α else 0) + (if r = 1 then β else 0) + (if r = -1 then β else 0)
```

The on-site energy is $\alpha$, and a step to either neighbour has amplitude $\beta$. Both may be complex here; the usual Hückel parameters are real.

The three contributions are added, which matters on the smallest rings. For $N=2$ the steps $+1$ and $-1$ reach the same site, so its amplitude is $2\beta$. A two-site molecule with a single coupling $\beta$, such as Hückel ethylene, is a different matrix. For $N=1$ all three displacements coincide, and the only entry is $\alpha+2\beta$.

```lean
/-- The Hückel ring has band energies `α + 2β cos(2πk/N)`. -/
theorem bandEnergy_huckel (α β : ℂ) (k : ZMod N) :
    bandEnergy (huckelHopping α β) k
      = α + 2 * β * Complex.cos (2 * Real.pi * k.val / N) := by
  have hb : bandEnergy (huckelHopping α β) k
      = ∑ r : ZMod N, huckelHopping α β r * (phase k r)⁻¹ := by
    simp only [bandEnergy, phase, Complex.exp_neg]
  have h0 : phase k 0 = 1 := by simp [phase]
  have hneg : phase k (-1) = (phase k 1)⁻¹ := by
    have h := phase_sub k 0 1
    rwa [zero_sub, h0, one_mul] at h
  have h1 : phase k 1 = Complex.exp (2 * Real.pi * k.val / N * Complex.I) := by
    have h := ZMod.stdAddChar_coe (N := N) (k.val : ℤ)
    have hc : ((k.val : ℤ) : ZMod N) = k := by
      rw [Int.cast_natCast, ZMod.natCast_zmod_val]
    rw [hc] at h
    rw [phase_eq_stdAddChar, mul_one, h]
    congr 1
    push_cast
    ring
  -- only the on-site term and the two neighbours survive
  rw [hb]
  simp only [huckelHopping, add_mul, ite_mul, zero_mul, Finset.sum_add_distrib,
    Finset.sum_ite_eq', Finset.mem_univ, if_true]
  rw [h0, hneg, h1, inv_inv, inv_one, ← Complex.exp_neg, Complex.cos, neg_mul]
  ring

end

end BlochRing
```

Only the terms for displacements $0$, $1$ and $-1$ contribute:

$$\begin{aligned}
e_k&=\alpha+\beta\,\phi_k(1)^{-1}+\beta\,\phi_k(-1)^{-1}\\
&=\alpha+\beta\left(e^{-2\pi i k/N}+e^{2\pi i k/N}\right)
=\alpha+2\beta\cos\frac{2\pi k}{N}.
\end{aligned}$$

In the proof, `hb` writes the band energy with inverse phases, `h0` gives $\phi_k(0)=1$, and `hneg` and `h1` supply the neighbour phases. The detour through the character in `h1` also handles $N=1$, where the representative of the displacement $1$ is $0$.

## Benzene bond orders, and a periodic lattice in two dimensions

For benzene, $N=6$ and the energies are $\alpha\pm2\beta$ once each and $\alpha\pm\beta$ twice each. With $\beta<0$, six π electrons fill $k=0,1,5$, and the spin-summed density matrix is

$$P=2(F_0+F_1+F_5).$$

Its diagonal entries are $1$, so each carbon carries one π electron. Between neighbours,

$$P_{i,i+1}=\frac26\left(1+2\cos\frac{2\pi}6\right)=\frac23,$$

the same π bond order for all six bonds. No choice of orbitals within the degenerate pair enters.

The same argument applies to an $N_1\times N_2$ periodic lattice with one orbital per site and amplitudes $h(r_1,r_2)$. The phase becomes a product of two ring phases, the sum over momenta factorises, and

$$H=\sum_{k_1,k_2}e_{k_1k_2}\,F_{k_1}\otimes F_{k_2},$$

where $e_{k_1k_2}$ is the two-dimensional Fourier sum of the amplitudes.

```lean
#print axioms BlochRing.ringHamiltonian_mul_blochProjector
#print axioms BlochRing.ringHamiltonian_isHermitian_iff
#print axioms BlochRing.bandEnergy_huckel
```

```
'BlochRing.ringHamiltonian_mul_blochProjector' depends on axioms: [propext, Classical.choice, Quot.sound]
'BlochRing.ringHamiltonian_isHermitian_iff' depends on axioms: [propext, Classical.choice, Quot.sound]
'BlochRing.bandEnergy_huckel' depends on axioms: [propext, Classical.choice, Quot.sound]
```
